# Becke's atomic-size adjustment maps [-1, 1] onto itself exactly when |a| ≤ 1/2

## Two atoms sharing a point

One way to integrate numerically over a diatomic molecule is to decide how much of each point in space belongs to each atom, and to treat the two shares separately. Becke's partition uses the coordinate $\mu = (r_1 - r_2)/R$, where $r_1, r_2$ are the distances to the nuclei and $R$ is their separation. It runs from $-1$ at nucleus 1 to $1$ at nucleus 2. For atoms of unequal size, the boundary $\mu = 0$ is moved by replacing $\mu$ with

$$\nu(\mu,a) = \mu + a(1-\mu^2).$$

Take $a = 1$. Then $\nu(\tfrac12,1) = \tfrac54$, although $\nu(1,1) = 1$: the adjusted coordinate overshoots and has to come back. The weight function applied to $\nu$ is designed for $[-1,1]$, so the size of $a$ matters.

## The bound on a

Both ends are fixed for every real $a$, because $1-\mu^2$ vanishes there. Exchanging the atoms gives $\nu(-\mu,-a) = -\mu - a(1-\mu^2) = -\nu(\mu,a)$.

Let $|a| \le \tfrac12$ and $-1 \le x < y \le 1$. Then

$$\nu(y,a)-\nu(x,a) = (y-x) - a(y^2-x^2) = (y-x)\bigl(1-a(x+y)\bigr).$$

Since $-2 \le 2x < x+y < 2y \le 2$, we have $|a(x+y)| < 1$, and the difference is positive. So $\nu$ is strictly increasing. With its ends fixed it stays in $[-1,1]$, and by continuity it takes every value there.

Let $a > \tfrac12$. The point $\mu = 1/(2a)$ lies in $(0,1)$, and

$$\nu\bigl(\tfrac{1}{2a},a\bigr) - 1 = a + \frac{1}{4a} - 1 = \frac{(2a-1)^2}{4a} > 0.$$

For $a < -\tfrac12$, exchanging the atoms gives a value below $-1$. Thus $\nu$ preserves the interval exactly when $|a| \le \tfrac12$. The same bound decides monotonicity, since a monotone map with fixed ends cannot leave the interval.

## Which radius ratios are allowed

Let $\chi > 0$ be the radius of atom 1 divided by that of atom 2, and $u = (\chi-1)/(\chi+1)$, so that $|u| < 1$. On the line between the nuclei, $\mu = u$ is the point where $r_1/r_2 = \chi$. Becke's parameter $a = u/(u^2-1)$ gives $a(1-u^2) = -u$, hence $\nu(u,a) = 0$: the boundary moves to that point.

From $u^2 - 1 = -4\chi/(\chi+1)^2$ follows $a = (1-\chi^2)/(4\chi)$. Then $|a| \le \tfrac12$ means $-2\chi \le 1-\chi^2 \le 2\chi$, or

$$(\chi-1-\sqrt2)(\chi-1+\sqrt2) \le 0, \qquad (\chi+1-\sqrt2)(\chi+1+\sqrt2) \ge 0.$$

For $\chi > 0$ the second factor in each product is positive, which leaves $\sqrt2-1 \le \chi \le \sqrt2+1$. In a density functional code that takes $\chi$ as this radius ratio and cuts $a$ off at $\pm\tfrac12$ to keep $\nu$ in $[-1,1]$, the cut-off changes $a$ only for pairs outside this window; this concerns the coordinate of a single pair, not the accuracy of the molecular quadrature.

## The statement in Lean

`sizeShift a μ` is $\nu(\mu,a)$, with the parameter written first, and `sizeParam χ` is Becke's parameter. `Icc (-1) 1` is the closed interval and `Ioo (-1 : ℝ) 1` the open one. `BijOn` says that the map is one-to-one from the first set onto the second; `MapsTo` says only that it stays inside.

Here $\mu$ is any real number in the interval. That $(r_1-r_2)/R$ lies there for every point in space is the triangle inequality, which has to be added. The weight function and the cut-off are not modelled.

```lean
import Mathlib

open Set

namespace BeckeSizeAdjustment

noncomputable section

/-- The atomic-size adjustment `ν(μ, a) = μ + a (1 - μ²)` of the confocal coordinate `μ`
of a pair of atoms. -/
def sizeShift (a μ : ℝ) : ℝ := μ + a * (1 - μ ^ 2)

/-- Becke's parameter `a = u / (u² - 1)` with `u = (χ - 1) / (χ + 1)`, for a ratio `χ > 0`
of the two atomic radii. -/
def sizeParam (χ : ℝ) : ℝ :=
  ((χ - 1) / (χ + 1)) / (((χ - 1) / (χ + 1)) ^ 2 - 1)

/-- Exchanging the two atoms, which reverses the signs of `μ` and `a`, reverses the sign of
the adjusted coordinate. -/
theorem sizeShift_neg (a μ : ℝ) : sizeShift (-a) (-μ) = -sizeShift a μ := by
  unfold sizeShift
  ring

/-- The adjustment fixes both ends `μ = -1` and `μ = 1`, for every `a`. -/
theorem sizeShift_ends (a : ℝ) : sizeShift a (-1) = -1 ∧ sizeShift a 1 = 1 := by
  constructor <;> norm_num [sizeShift]

/-- For `|a| ≤ 1/2` the adjusted coordinate increases strictly with `μ` on `[-1, 1]`. -/
theorem sizeShift_strictMonoOn {a : ℝ} (ha : |a| ≤ 1 / 2) :
    StrictMonoOn (sizeShift a) (Icc (-1) 1) := by
  intro x hx y hy hxy
  have hs : |x + y| < 2 := abs_lt.2 ⟨by linarith [hx.1], by linarith [hy.2]⟩
  have hp : |a * (x + y)| < 1 := by
    rw [abs_mul]
    have := mul_le_mul_of_nonneg_right ha (abs_nonneg (x + y))
    linarith
  -- the difference of the two values factorises
  have hd : sizeShift a y - sizeShift a x = (y - x) * (1 - a * (x + y)) := by
    unfold sizeShift
    ring
  have hpos : 0 < (y - x) * (1 - a * (x + y)) :=
    mul_pos (by linarith) (by linarith [(abs_lt.1 hp).2])
  linarith

/-- For `|a| ≤ 1/2` the adjustment maps `[-1, 1]` one-to-one onto itself. -/
theorem sizeShift_bijOn {a : ℝ} (ha : |a| ≤ 1 / 2) :
    BijOn (sizeShift a) (Icc (-1) 1) (Icc (-1) 1) := by
  have hm := sizeShift_strictMonoOn ha
  obtain ⟨hl, hr⟩ := sizeShift_ends a
  refine ⟨fun μ hμ => ⟨?_, ?_⟩, hm.injOn, ?_⟩
  · have h := hm.monotoneOn (left_mem_Icc.2 (by norm_num)) hμ hμ.1
    rwa [hl] at h
  · have h := hm.monotoneOn hμ (right_mem_Icc.2 (by norm_num)) hμ.2
    rwa [hr] at h
  · -- every intermediate value is attained
    have hc : ContinuousOn (sizeShift a) (Icc (-1) 1) := by
      unfold sizeShift
      fun_prop
    have h := intermediate_value_Icc (by norm_num : (-1 : ℝ) ≤ 1) hc
    rwa [hl, hr] at h

/-- For `|a| > 1/2` the point `μ = 1/(2a)` lies strictly between the ends, and its adjusted
coordinate lies outside `[-1, 1]`. -/
theorem sizeShift_exits {a : ℝ} (ha : 1 / 2 < |a|) :
    1 / (2 * a) ∈ Ioo (-1 : ℝ) 1 ∧ 1 < |sizeShift a (1 / (2 * a))| := by
  -- the case of positive `b`, where the excess over 1 is a square over `4b`
  have key : ∀ b : ℝ, 1 / 2 < b →
      1 / (2 * b) ∈ Ioo (-1 : ℝ) 1 ∧ 1 < sizeShift b (1 / (2 * b)) := by
    intro b hb
    have hb0 : 0 < b := by linarith
    have h0 : 0 < 1 / (2 * b) := by positivity
    have h1 : 1 / (2 * b) < 1 := by
      rw [div_lt_one (by linarith)]
      linarith
    have he : sizeShift b (1 / (2 * b)) - 1 = (2 * b - 1) ^ 2 / (4 * b) := by
      unfold sizeShift
      field_simp
      ring
    have hp : 0 < (2 * b - 1) ^ 2 / (4 * b) :=
      div_pos (pow_pos (by linarith) 2) (by linarith)
    exact ⟨⟨by linarith, h1⟩, by linarith⟩
  rcases lt_abs.1 ha with h | h
  · exact ⟨(key a h).1, lt_abs.2 (Or.inl (key a h).2)⟩
  · -- negative `a` follows by exchanging the atoms
    obtain ⟨⟨h1, h2⟩, h3⟩ := key (-a) h
    have e : 1 / (2 * -a) = -(1 / (2 * a)) := by rw [mul_neg, div_neg]
    rw [e] at h1 h2 h3
    rw [sizeShift_neg] at h3
    exact ⟨⟨by linarith, by linarith⟩, lt_abs.2 (Or.inr h3)⟩

/-- The adjustment keeps `[-1, 1]` within itself exactly when `|a| ≤ 1/2`. -/
theorem sizeShift_mapsTo_iff (a : ℝ) :
    MapsTo (sizeShift a) (Icc (-1) 1) (Icc (-1) 1) ↔ |a| ≤ 1 / 2 := by
  refine ⟨fun h => ?_, fun h => (sizeShift_bijOn h).mapsTo⟩
  by_contra hc
  obtain ⟨hin, hout⟩ := sizeShift_exits (not_le.1 hc)
  exact absurd (abs_le.2 (h (Ioo_subset_Icc_self hin))) (not_le.2 hout)

/-- The adjustment is monotone on `[-1, 1]` exactly when `|a| ≤ 1/2`. -/
theorem sizeShift_monotoneOn_iff (a : ℝ) :
    MonotoneOn (sizeShift a) (Icc (-1) 1) ↔ |a| ≤ 1 / 2 := by
  refine ⟨fun h => (sizeShift_mapsTo_iff a).1 fun μ hμ => ?_,
    fun h => (sizeShift_strictMonoOn h).monotoneOn⟩
  -- a monotone map with fixed ends cannot leave the interval
  have h1 := h (left_mem_Icc.2 (by norm_num)) hμ hμ.1
  have h2 := h hμ (right_mem_Icc.2 (by norm_num)) hμ.2
  rw [(sizeShift_ends a).1] at h1
  rw [(sizeShift_ends a).2] at h2
  exact ⟨h1, h2⟩

/-- For a radius ratio `χ > 0`, Becke's parameter makes the adjusted coordinate vanish at
`μ = (χ - 1) / (χ + 1)`. -/
theorem sizeShift_sizeParam {χ : ℝ} (hχ : 0 < χ) :
    sizeShift (sizeParam χ) ((χ - 1) / (χ + 1)) = 0 := by
  have hlt : ((χ - 1) / (χ + 1)) ^ 2 < 1 := by
    rw [div_pow, div_lt_one (by positivity)]
    nlinarith
  have h : sizeParam χ * (((χ - 1) / (χ + 1)) ^ 2 - 1) = (χ - 1) / (χ + 1) :=
    div_mul_cancel₀ _ (by linarith)
  unfold sizeShift
  linear_combination -h

/-- For a radius ratio `χ > 0`, Becke's parameter satisfies `|a| ≤ 1/2` exactly when `χ` lies
between `√2 - 1` and `√2 + 1`. -/
theorem abs_sizeParam_le_iff {χ : ℝ} (hχ : 0 < χ) :
    |sizeParam χ| ≤ 1 / 2 ↔ √2 - 1 ≤ χ ∧ χ ≤ √2 + 1 := by
  have hu : ((χ - 1) / (χ + 1)) ^ 2 - 1 = -(4 * χ) / (χ + 1) ^ 2 := by
    field_simp
    ring
  -- closed form of the parameter in terms of the ratio
  have hf : sizeParam χ = (1 - χ ^ 2) / (4 * χ) := by
    unfold sizeParam
    rw [hu]
    field_simp
    ring
  have hs : √2 ^ 2 = 2 := Real.sq_sqrt (by norm_num)
  have hs0 : 0 ≤ √2 := Real.sqrt_nonneg 2
  have hs1 : 1 < √2 := by nlinarith
  have h4 : 0 < 4 * χ := by linarith
  rw [hf, abs_le, le_div_iff₀ h4, div_le_iff₀ h4]
  constructor
  · rintro ⟨h1, h2⟩
    constructor
    · by_contra hc
      have hc' : 0 < √2 - 1 - χ := by linarith [not_le.1 hc]
      nlinarith [mul_pos hc' (by linarith : 0 < √2 + 1 + χ)]
    · by_contra hc
      have hc' : 0 < χ - 1 - √2 := by linarith [not_le.1 hc]
      nlinarith [mul_pos hc' (by linarith : 0 < χ - 1 + √2)]
  · rintro ⟨h1, h2⟩
    constructor
    · nlinarith [mul_nonneg (by linarith : 0 ≤ √2 + 1 - χ) (by linarith : 0 ≤ χ - 1 + √2)]
    · nlinarith [mul_nonneg (by linarith : 0 ≤ χ + 1 - √2) (by linarith : 0 ≤ χ + 1 + √2)]

end

end BeckeSizeAdjustment
```

```lean
#print axioms BeckeSizeAdjustment.sizeShift_mapsTo_iff
#print axioms BeckeSizeAdjustment.sizeShift_monotoneOn_iff
#print axioms BeckeSizeAdjustment.sizeShift_sizeParam
#print axioms BeckeSizeAdjustment.abs_sizeParam_le_iff
```

```
'BeckeSizeAdjustment.sizeShift_mapsTo_iff' depends on axioms: [propext, Classical.choice, Quot.sound]
'BeckeSizeAdjustment.sizeShift_monotoneOn_iff' depends on axioms: [propext, Classical.choice, Quot.sound]
'BeckeSizeAdjustment.sizeShift_sizeParam' depends on axioms: [propext, Classical.choice, Quot.sound]
'BeckeSizeAdjustment.abs_sizeParam_le_iff' depends on axioms: [propext, Classical.choice, Quot.sound]
```

## How the lemmas fit together

In `sizeShift_strictMonoOn`, `hd` is the factorised difference and `hp` the bound $|a(x+y)| < 1$. `sizeShift_bijOn` then takes the two bounds on $\nu$ from monotonicity, injectivity from strictness, and surjectivity from `intermediate_value_Icc`.

`sizeShift_exits` proves the positive case as `key`, with the square in `he`, and obtains negative $a$ by applying `key` to $-a$ and using `sizeShift_neg`. This escaping point gives the contradiction in `sizeShift_mapsTo_iff`. `sizeShift_monotoneOn_iff` reduces to that theorem through the fixed ends.

`sizeShift_sizeParam` first shows $u^2 < 1$, so the denominator can be cleared. In `abs_sizeParam_le_iff`, `hf` is the closed form in $\chi$, and `nlinarith` receives the products of factors displayed above, with signs chosen to suit each inequality.
